# The state $S_+^nv$ of $n$ quasispin pairs on a normalised pair vacuum $v$ has squared norm $(n!)^2\binom{\Omega}{n}$

The expectation value of an operator $A$ in a state $\psi$ is $\langle\psi,A\psi\rangle/\|\psi\|^2$, so for a state of $n$ identical pairs it is useful to know the norm. Suppose that $S_+$ is the sum of the pair creators of all the levels of a shell, each with amplitude one, and that $v$ is a normalised state of definite particle number that the adjoint $S_-=S_+^\dagger$ takes to zero. The $n$-pair state is then $S_+^n v$, and the normalising factor is

$$\frac{1}{\|S_+^n v\|}=\frac{1}{n!\,\sqrt{\binom{\Omega}{n}}},\qquad 0\le n\le\Omega,$$

where $\Omega$ is the largest number of pairs that $S_+$ can add to $v$. In electronic structure and in pairing models this gives the norm of a paired state whose pair amplitudes are all equal to one. Non-zero amplitudes that differ in modulus are not covered. The formula follows from commutators and adjointness alone, without an expansion in occupation states.

The setting is a complex inner-product space $V$. It may have any dimension and need not be complete, but the operators are linear maps defined on all of it.

In Lean 4 with Mathlib:

```lean
import Mathlib

open scoped InnerProductSpace

namespace SeniorityPairStates

noncomputable section

variable {V : Type*} [NormedAddCommGroup V] [InnerProductSpace ℂ V]
```

## The quasispin operators and the pair vacuum

For a shell of $M$ pair levels, each with a spin-up and a spin-down orbital, the operators are

$$S_+=\sum_{k=1}^{M}c^\dagger_{k\uparrow}c^\dagger_{k\downarrow},\qquad S_-=S_+^\dagger,\qquad S_z=\tfrac12(N-M),$$

with $N$ the particle-number operator. The fermionic anticommutation rules give

$$[S_+,S_-]=2S_z,\qquad [S_z,S_+]=S_+ .$$

The derivation uses only these two relations and the adjointness of $S_+$ and $S_-$, so they are taken as the definition. In the code `Sp`, `Sm` and `Sz` stand for $S_+$, $S_-$ and $S_z$. They are elements of `Module.End ℂ V`, the linear maps from $V$ to itself, whose product is composition. The field `adjoint` says $\langle S_+x,y\rangle=\langle x,S_-y\rangle$, with an inner product that is linear in its second argument. The remaining relation, $[S_z,S_-]=-S_-$, is the adjoint of the second one and needs no field of its own.

```lean
/-- Quasispin operators: the pair creator `Sp`, its adjoint `Sm` and the operator `Sz`
obey the su(2) commutation relations. -/
structure IsQuasispin (Sp Sm Sz : Module.End ℂ V) : Prop where
  adjoint : ∀ x y : V, ⟪Sp x, y⟫_ℂ = ⟪x, Sm y⟫_ℂ
  comm_pm : Sp * Sm - Sm * Sp = (2 : ℂ) • Sz
  comm_zp : Sz * Sp - Sp * Sz = Sp
```

The starting state $v$ satisfies

$$\|v\|=1,\qquad S_-v=0,\qquad S_zv=-\frac{\kappa}{2}\,v .$$

In the shell above, a state with $N_v$ particles has $\kappa=M-N_v$. If these particles sit singly in different levels, each of them blocks one level, and $\kappa$ counts the levels still open to pairs. A pair vacuum may therefore contain particles. Their number $N_v$ is the quasispin seniority, which all the non-zero states $S_+^nv$ share. It need not equal the number of singly occupied levels, as the last example below shows.

The definition requires only that $\kappa$ be real. That it is a natural number will come out of the algebra.

```lean
/-- A normalised state that the pair annihilator `Sm` destroys and that has
`Sz` eigenvalue `-κ/2`. -/
structure IsPairVacuum (Sm Sz : Module.End ℂ V) (κ : ℝ) (v : V) : Prop where
  norm_one : ‖v‖ = 1
  lower : Sm v = 0
  weight : Sz v = (-(κ : ℂ) / 2) • v
```

## Each pair raises the $S_z$ eigenvalue by one

The power $S_+^n$ means $n$ successive applications of $S_+$, so that

$$S_+^{n+1}v=S_+\bigl(S_+^nv\bigr).$$

The inductions below use this identity to split off the outermost creator.

```lean
/-- Creating `n + 1` pairs means creating one more pair on top of `n` pairs. -/
lemma pow_succ_apply (Sp : Module.End ℂ V) (n : ℕ) (v : V) :
    (Sp ^ (n + 1)) v = Sp ((Sp ^ n) v) := by
  rw [pow_succ', Module.End.mul_apply]
```

The relation $[S_z,S_+]=S_+$, applied to a vector $w$, reads $S_zS_+w=S_+w+S_+S_zw$. For $n=0$ the eigenvalue equation is the assumption on $v$. If it holds for $n$, then

$$S_zS_+^{n+1}v=S_+^{n+1}v+S_+\Bigl(n-\frac{\kappa}{2}\Bigr)S_+^nv=\Bigl(n+1-\frac{\kappa}{2}\Bigr)S_+^{n+1}v .$$

Hence $S_zS_+^nv=(n-\kappa/2)\,S_+^nv$ for every $n$. The statement is an equation between vectors and remains true when $S_+^nv$ is zero, in which case it gives no eigenvector.

In the proof, `hz` is the commutator applied to $w$, and `module` collects the scalar coefficients in each case of the induction.

```lean
variable {Sp Sm Sz : Module.End ℂ V} {κ : ℝ} {v : V}

/-- The state with `n` added pairs satisfies the eigenvalue equation of `Sz` with
value `n - κ/2`. -/
theorem sz_pair_state (hS : IsQuasispin Sp Sm Sz) (hv : IsPairVacuum Sm Sz κ v) (n : ℕ) :
    Sz ((Sp ^ n) v) = ((n : ℂ) - (κ : ℂ) / 2) • (Sp ^ n) v := by
  have hz : ∀ w, Sz (Sp w) = Sp w + Sp (Sz w) := by
    intro w
    have h := LinearMap.congr_fun hS.comm_zp w
    simp only [LinearMap.sub_apply, Module.End.mul_apply] at h
    exact sub_eq_iff_eq_add.mp h
  induction n with
  | zero =>
    rw [pow_zero, Module.End.one_apply, hv.weight]
    push_cast
    module
  | succ n ih =>
    rw [pow_succ_apply, hz, ih, map_smul]
    push_cast
    module
```

## Removing a pair returns the previous state

The other commutator, applied to $w$, moves the annihilator past one creator:

$$S_-S_+w=S_+S_-w-2S_zw .$$

The claim is

$$S_-S_+^{n+1}v=(n+1)(\kappa-n)\,S_+^nv .$$

For $n=0$ the first term vanishes because $S_-v=0$, and the second gives $-2(-\kappa/2)v=\kappa v$. Suppose that the claim holds for $n$, and take $w=S_+^{n+1}v$. The first term is then $(n+1)(\kappa-n)S_+^{n+1}v$ by the induction hypothesis, and the second follows from the $S_z$ eigenvalue just found. Together,

$$S_-S_+^{n+2}v=\bigl[(n+1)(\kappa-n)-2(n+1)+\kappa\bigr]S_+^{n+1}v=(n+2)(\kappa-n-1)\,S_+^{n+1}v ,$$

which is the claim for $n+1$.

The factor $\kappa-n$ carries the Pauli principle: as pairs are added, fewer places remain for the next one. In the proof, `hm` is the displayed exchange rule, and `ih` is the induction hypothesis. The coefficient is written as a real number and then cast to $\mathbb C$, which keeps its reality available for the norm.

```lean
/-- Removing one pair from the state with `n + 1` pairs gives the state with `n` pairs,
multiplied by `(n + 1)(κ - n)`. -/
theorem sm_pair_state (hS : IsQuasispin Sp Sm Sz) (hv : IsPairVacuum Sm Sz κ v) (n : ℕ) :
    Sm ((Sp ^ (n + 1)) v) = ((((n : ℝ) + 1) * (κ - n) : ℝ) : ℂ) • (Sp ^ n) v := by
  -- move the annihilator past one creator
  have hm : ∀ w, Sm (Sp w) = Sp (Sm w) - (2 : ℂ) • Sz w := by
    intro w
    have h := LinearMap.congr_fun hS.comm_pm w
    simp only [LinearMap.sub_apply, Module.End.mul_apply, LinearMap.smul_apply] at h
    rw [← h]
    abel
  induction n with
  | zero =>
    rw [pow_succ_apply, hm, sz_pair_state hS hv, pow_zero, Module.End.one_apply,
      hv.lower, map_zero]
    push_cast
    module
  | succ n ih =>
    rw [pow_succ_apply Sp (n + 1) v, hm, ih, map_smul, ← pow_succ_apply Sp n v,
      sz_pair_state hS hv]
    push_cast
    module
```

## A recursion for the squared norm

One creator can be moved to the other side of the inner product, where it becomes an annihilator:

$$\|S_+^{n+1}v\|^2=\langle S_+S_+^nv,\,S_+^{n+1}v\rangle=\langle S_+^nv,\,S_-S_+^{n+1}v\rangle=(n+1)(\kappa-n)\,\|S_+^nv\|^2 .$$

The three steps of the `calc` block follow this line. The first writes the squared norm as the real part of an inner product, the second uses `hS.adjoint`, and the third inserts the previous result and takes the real coefficient out of the second argument.

```lean
/-- Adding one pair to the state with `n` pairs multiplies its squared norm by
`(n + 1)(κ - n)`. -/
theorem norm_sq_succ (hS : IsQuasispin Sp Sm Sz) (hv : IsPairVacuum Sm Sz κ v) (n : ℕ) :
    ‖(Sp ^ (n + 1)) v‖ ^ 2 = ((n : ℝ) + 1) * (κ - n) * ‖(Sp ^ n) v‖ ^ 2 := by
  calc ‖(Sp ^ (n + 1)) v‖ ^ 2
      = (⟪(Sp ^ (n + 1)) v, (Sp ^ (n + 1)) v⟫_ℂ).re :=
        (inner_self_eq_norm_sq (𝕜 := ℂ) _).symm
    _ = (⟪(Sp ^ n) v, Sm ((Sp ^ (n + 1)) v)⟫_ℂ).re := by
        rw [← hS.adjoint, ← pow_succ_apply Sp n v]
    _ = ((n : ℝ) + 1) * (κ - n) * ‖(Sp ^ n) v‖ ^ 2 := by
        rw [sm_pair_state hS hv, inner_smul_right, Complex.re_ofReal_mul]
        exact congrArg _ (inner_self_eq_norm_sq (𝕜 := ℂ) _)
```

## The weight $\kappa$ is a natural number

Suppose that $\kappa$ differs from every natural number. Then $(n+1)(\kappa-n)$ is never zero. Since $\|v\|^2=1$, the recursion shows by induction that no squared norm vanishes, and as squares they are all positive. Now choose a natural number $n>\kappa$. The factor $(n+1)(\kappa-n)$ is negative, so the recursion gives

$$\|S_+^{n+1}v\|^2<0,$$

which is impossible. Hence $\kappa=\Omega$ for some $\Omega\in\{0,1,2,\dots\}$.

This excludes negative and fractional values of $\kappa$ alike, and it holds in infinite dimension too, because the argument uses positivity of the norm and not a count of independent vectors. In the code `hpos` is the positivity of all the squared norms, and `exists_nat_gt` supplies the $n$ beyond $\kappa$.

```lean
/-- The number `κ` in the `Sz` eigenvalue `-κ/2` of a pair vacuum is a natural number. -/
theorem weight_quantised (hS : IsQuasispin Sp Sm Sz) (hv : IsPairVacuum Sm Sz κ v) :
    ∃ Ω : ℕ, κ = Ω := by
  by_contra hne
  push Not at hne
  -- otherwise no pair state would ever vanish
  have hpos : ∀ n : ℕ, 0 < ‖(Sp ^ n) v‖ ^ 2 := by
    intro n
    induction n with
    | zero => simp [hv.norm_one]
    | succ n ih =>
      refine lt_of_le_of_ne (sq_nonneg _) (Ne.symm ?_)
      rw [norm_sq_succ hS hv]
      have h1 : (n : ℝ) + 1 ≠ 0 := by positivity
      exact mul_ne_zero (mul_ne_zero h1 (sub_ne_zero.mpr (hne n))) ih.ne'
  -- but beyond `κ` the recursion changes the sign of the squared norm
  obtain ⟨n, hn⟩ := exists_nat_gt κ
  have h1 : (0 : ℝ) < (n : ℝ) + 1 := by positivity
  have h2 : ((n : ℝ) + 1) * (κ - n) < 0 := mul_neg_of_pos_of_neg h1 (by linarith)
  have h3 := mul_neg_of_neg_of_pos h2 (hpos n)
  rw [← norm_sq_succ hS hv] at h3
  exact absurd (hpos (n + 1)) (not_lt_of_ge h3.le)
```

## Solving the recursion

With $\kappa=\Omega$ and $\|v\|^2=1$, repeated use of the recursion gives

$$\|S_+^nv\|^2=\prod_{k=0}^{n-1}(k+1)(\Omega-k).$$

For $n\le\Omega$ the factors $k+1$ multiply to $n!$, and the factors $\Omega-k$ multiply to $\Omega!/(\Omega-n)!=n!\binom{\Omega}{n}$. For $n>\Omega$ the product contains the factor with $k=\Omega$, which is zero, and the binomial coefficient is zero as well. In both cases

$$\|S_+^nv\|^2=(n!)^2\binom{\Omega}{n}.$$

The formal proof reaches the same formula by induction. Its step needs the ratio of neighbouring binomial coefficients,

$$\binom{\Omega}{n+1}(n+1)=\binom{\Omega}{n}(\Omega-n),$$

which is the local fact `h`. It is proved separately for $n\le\Omega$ and for $n>\Omega$, where both sides vanish. The final `linear_combination` multiplies this identity by $-(n+1)(n!)^2$ to match the recursion with the formula for $n+1$. In the statement, the weight `Ω` is a natural number read as a real one.

```lean
/-- The state with `n` pairs built on a vacuum with `Sz` eigenvalue `-Ω/2` has squared norm
`(n!)²` times the binomial coefficient `Ω` over `n`. -/
theorem norm_sq_pair_state {Ω : ℕ} (hS : IsQuasispin Sp Sm Sz)
    (hv : IsPairVacuum Sm Sz Ω v) (n : ℕ) :
    ‖(Sp ^ n) v‖ ^ 2 = (n.factorial : ℝ) ^ 2 * (Ω.choose n : ℝ) := by
  induction n with
  | zero => simp [hv.norm_one]
  | succ n ih =>
    -- the ratio of neighbouring binomial coefficients
    have h : (Ω.choose (n + 1) : ℝ) * ((n : ℝ) + 1) = (Ω.choose n : ℝ) * ((Ω : ℝ) - n) := by
      rcases le_or_gt n Ω with hn | hn
      · rw [← Nat.cast_sub hn]
        exact_mod_cast Nat.choose_succ_right_eq Ω n
      · rw [Nat.choose_eq_zero_of_lt hn, Nat.choose_eq_zero_of_lt (Nat.lt_succ_of_lt hn)]
        simp
    rw [norm_sq_succ hS hv, ih, Nat.factorial_succ]
    push_cast
    linear_combination (-((n : ℝ) + 1) * (n.factorial : ℝ) ^ 2) * h
```

For fixed $n$ and large $\Omega$, the squared norm divided by $\Omega^n$ approaches that of a boson mode:

$$\frac{\|S_+^nv\|^2}{\Omega^n}=n!\prod_{k=0}^{n-1}\Bigl(1-\frac{k}{\Omega}\Bigr)\longrightarrow n!\qquad(\Omega\to\infty).$$

The limit is the squared norm of $(b^\dagger)^n|0\rangle$ for a single boson creator $b^\dagger$ acting on its normalised vacuum $|0\rangle$. The corrections measure how strongly the pairs compete for levels.

## The pair states end at $n=\Omega$

The binomial coefficient $\binom{\Omega}{n}$ is positive for $n\le\Omega$ and zero for $n>\Omega$, while $n!$ is never zero. A vector vanishes exactly when its norm does, so

$$S_+^nv=0\quad\Longleftrightarrow\quad n>\Omega .$$

In particular $S_+^{\Omega+1}v=0$, whereas $S_+^\Omega v$ is still a non-zero state. The two directions of the proof use these two cases of the binomial coefficient.

```lean
/-- The state with `n` pairs vanishes exactly when `n` exceeds `Ω`. -/
theorem pair_state_eq_zero_iff {Ω : ℕ} (hS : IsQuasispin Sp Sm Sz)
    (hv : IsPairVacuum Sm Sz Ω v) (n : ℕ) : (Sp ^ n) v = 0 ↔ Ω < n := by
  have h := norm_sq_pair_state hS hv n
  constructor
  · intro h0
    by_contra hn
    have hp : 0 < (n.factorial : ℝ) ^ 2 * (Ω.choose n : ℝ) :=
      mul_pos (pow_pos (Nat.cast_pos.mpr (Nat.factorial_pos n)) 2)
        (Nat.cast_pos.mpr (Nat.choose_pos (not_lt.mp hn)))
    rw [← h, h0, norm_zero] at hp
    norm_num at hp
  · intro hn
    rw [Nat.choose_eq_zero_of_lt hn, Nat.cast_zero, mul_zero] at h
    exact norm_eq_zero.mp ((pow_eq_zero_iff two_ne_zero).mp h)
```

## Two pair levels written out

The smallest shell in which a pair can be shared between levels has $M=2$. If each level is either empty or holds a pair, there are four basis states: $e_0$ with both levels empty, $e_1$ with the first filled, $e_2$ with the second filled, and $e_3$ with both filled. The pair creator acts as

$$S_+e_0=e_1+e_2,\qquad S_+e_1=S_+e_2=e_3,\qquad S_+e_3=0 .$$

On a general vector with components $x_0,\dots,x_3$ this gives $(0,\,x_0,\,x_0,\,x_1+x_2)$, which is the formula in `twoSp`. The other fields of the definition establish linearity, component by component.

```lean
/-- Pair creator for two pair levels, in the basis: both empty, first filled,
second filled, both filled. -/
def twoSp : Module.End ℂ (EuclideanSpace ℂ (Fin 4)) where
  toFun x := !₂[0, x 0, x 0, x 1 + x 2]
  map_add' x y := by
    ext i
    fin_cases i <;> simp
    ring
  map_smul' c x := by
    ext i
    fin_cases i <;> simp
    ring
```

The annihilator is the adjoint. It takes $e_3$ to $e_1+e_2$, takes both $e_1$ and $e_2$ to $e_0$, and destroys $e_0$.

```lean
/-- Pair annihilator for two pair levels. -/
def twoSm : Module.End ℂ (EuclideanSpace ℂ (Fin 4)) where
  toFun x := !₂[x 1 + x 2, x 3, x 3, 0]
  map_add' x y := by
    ext i
    fin_cases i <;> simp
    ring
  map_smul' c x := by
    ext i
    fin_cases i <;> simp
    ring
```

With two levels, $S_z$ is the number of pairs minus one. Its eigenvalues on the four basis states are $-1,0,0,1$.

```lean
/-- Number of pairs minus one, for two pair levels. -/
def twoSz : Module.End ℂ (EuclideanSpace ℂ (Fin 4)) where
  toFun x := !₂[-x 0, 0, 0, x 3]
  map_add' x y := by
    ext i
    fin_cases i <;> simp
    ring
  map_smul' c x := by
    ext i
    fin_cases i <;> simp
```

The last theorem confirms that these operators satisfy all the quasispin conditions and that $e_0$ is a pair vacuum with $\Omega=2$. The assumptions of the general theorems are thus met by an actual pairing model. The proof compares inner products for the adjoint relation and components for the operator and vector equations.

The norm formula gives $1,2,4,0$ for $n=0,1,2,3$. This agrees with the explicit states $e_0$, $e_1+e_2$, $2e_3$ and $0$, so the normalised one-pair state is $(e_1+e_2)/\sqrt2$.

The same space also shows the smallest case, $\Omega=0$. The state $(e_1-e_2)/\sqrt2$ is normalised, is destroyed by $S_-$, and has $S_z$ eigenvalue zero. It is a pair vacuum to which $S_+$ can add no pair, and indeed $S_+(e_1-e_2)=e_3-e_3=0$.

```lean
/-- The operators of two pair levels are quasispin operators, and the state with both levels
empty is a pair vacuum with `Ω = 2`. -/
theorem two_levels_witness :
    IsQuasispin twoSp twoSm twoSz ∧
      IsPairVacuum twoSm twoSz (2 : ℕ) (EuclideanSpace.single (0 : Fin 4) (1 : ℂ)) := by
  refine ⟨⟨fun x y => ?_, ?_, ?_⟩, ⟨?_, ?_, ?_⟩⟩
  · simp [twoSp, twoSm, PiLp.inner_apply, Fin.sum_univ_four]
    ring
  · refine LinearMap.ext fun x => ?_
    ext i
    fin_cases i <;> simp [twoSp, twoSm, twoSz] <;> ring
  · refine LinearMap.ext fun x => ?_
    ext i
    fin_cases i <;> simp [twoSp, twoSz]
  · simp
  · ext i
    fin_cases i <;> simp [twoSm]
  · ext i
    fin_cases i <;> simp [twoSz]

end

end SeniorityPairStates
```

```lean
#print axioms SeniorityPairStates.weight_quantised
-- 'SeniorityPairStates.weight_quantised' depends on axioms: [propext, Classical.choice, Quot.sound]
#print axioms SeniorityPairStates.norm_sq_pair_state
-- 'SeniorityPairStates.norm_sq_pair_state' depends on axioms: [propext, Classical.choice, Quot.sound]
#print axioms SeniorityPairStates.pair_state_eq_zero_iff
-- 'SeniorityPairStates.pair_state_eq_zero_iff' depends on axioms: [propext, Classical.choice, Quot.sound]
```
